# Two valley shapes for every pair of conductivity and density-of-states masses with 0 < mc < md

A simulation that needs the longitudinal mass ml and the transverse mass mt of a conduction-band valley is sometimes given only two averages: the conductivity mass mc and the single-valley density-of-states mass md. The setup step then solves two equations for two unknowns. For equally populated, spheroidal parabolic valleys in a cubic arrangement, with one isotropic scattering time, the equations are

3/mc = 1/ml + 2/mt

md³ = ml · mt²

If 0 < mc < md, they have exactly two solutions in positive masses. One has ml > mt, the other ml < mt. The two averages therefore do not fix the shape of the valley, and the code needs one more piece of information: which of the two masses is larger.

Both solutions have a closed form. With the angle

φ = arccos(1 − 2(mc/md)³) / 3

the solution with ml > mt is

ml = mc / (2(1 − cos φ)), mt = 2mc / (1 + 2 cos φ)

and the solution with ml < mt follows from the same formulas with 2π/3 − φ in place of φ.

## Where a parameter set inherits the ambiguity

The first equation averages the inverse mass over the three principal axes. It gives the mass in the Drude conductivity when equivalent valleys are equally populated in a cubic arrangement and share one isotropic scattering time. The second equation defines the mass of an isotropic band with the same density of states as one valley. If a table quotes a value for all g equivalent valleys together, it must be divided by g^(2/3) first.

In whole numbers, and in any common unit of mass, the valleys (ml, mt) = (12, 4) and (3, 8) share mc = 36/7 and md³ = 192. A bulk calculation that uses only mc and md cannot tell them apart. An effective-mass calculation for a quantum well can: with hard walls and confinement along the valley axis, the subband energies scale as 1/ml and differ by a factor of four.

A general cubic solver also returns a root with negative mt, here (4/3, −12), which the condition mt > 0 removes.

## Solving for the inverse masses

Write a = 1/mc, x = 1/mt and y = 1/ml. The first relation gives y = 3a − 2x, and the second becomes a cubic for x:

x²(3a − 2x) = 1/md³

Subtracting this from a³ gives a factorised gap:

1/mc³ − 1/md³ = a³ − 3ax² + 2x³ = (a − x)²(a + 2x)

The right side is never negative, so mc ≤ md. It vanishes only at x = a, where y = a too and the valley is spherical. If mc < md, the case ml = mt is thus excluded.

The shape tells us on which side of a the root lies. From y − x = 3(a − x), ml > mt means x > a, and ml < mt means x < a.

There is at most one positive root on each side. If x and z are positive roots, subtracting their equations gives

(x − z) · (3a(x + z) − 2(x² + xz + z²)) = 0

The second factor equals

−[2x(x − a) + 2z(z − a) + x(z − a) + z(x − a)]

which is negative if both roots exceed a and positive if both lie below it. Hence x = z, and y follows from x.

For existence, set x = (1 + 2c)/(2mc) with c = cos φ. Then y = 2(1 − c)/mc, and the cubic requires

(1 − c)(1 + 2c)² = 2(mc/md)³

The left side expands to 1 + 3c − 4c³ = 1 − cos 3φ, so the condition is

cos 3φ = 1 − 2(mc/md)³

For 0 < mc < md the right side lies strictly between −1 and 1, and the arccosine gives 0 < φ < π/3. The angle 2π/3 − φ lies between π/3 and 2π/3 and satisfies the same condition, because cos(2π − 3φ) = cos 3φ. Both angles have −1/2 < c < 1, so all masses are positive. The first has c > 1/2, hence x > a and ml > mt; the second has c < 1/2, hence ml < mt.

## The inversion in Lean

```lean
import Mathlib

open Real

namespace ValleyAverages

noncomputable section

/-- A valley with positive longitudinal mass `ml` and transverse mass `mt` has conductivity
mass `mc` and single-valley density-of-states mass `md`. The domain of `mc` is `mc ≠ 0`. -/
def HasAverages (mc md ml mt : ℝ) : Prop :=
  0 < ml ∧ 0 < mt ∧ 3 / mc = 1 / ml + 2 / mt ∧ md ^ 3 = ml * mt ^ 2

/-- The pair (longitudinal mass, transverse mass) with conductivity mass `mc` and shape angle `φ`,
for `mc > 0` and `0 < φ < 2π/3`. -/
def valley (mc φ : ℝ) : ℝ × ℝ :=
  (mc / (2 * (1 - Real.cos φ)), 2 * mc / (1 + 2 * Real.cos φ))

/-- The shape angle computed from the two averaged masses, for `0 < mc ≤ md`. -/
def shapeAngle (mc md : ℝ) : ℝ := Real.arccos (1 - 2 * (mc / md) ^ 3) / 3

/-- In terms of inverse masses, the conductivity relation is linear, and eliminating the
longitudinal mass leaves a cubic equation for the inverse transverse mass. -/
theorem inverse_mass_cubic {mc md ml mt : ℝ} (h : HasAverages mc md ml mt) :
    3 * mc⁻¹ = ml⁻¹ + 2 * mt⁻¹ ∧
      mt⁻¹ ^ 2 * (3 * mc⁻¹ - 2 * mt⁻¹) = (md ^ 3)⁻¹ := by
  obtain ⟨_, _, hc, hd⟩ := h
  have r : 3 * mc⁻¹ = ml⁻¹ + 2 * mt⁻¹ := by
    simpa only [div_eq_mul_inv, one_mul] using hc
  refine ⟨r, ?_⟩
  rw [r, hd]
  ring

/-- The cubic `x² (3a - 2x)` takes each value at most once among positive `x` on a given
side of `x = a`. -/
theorem cubic_injective {a x y : ℝ} (hx : 0 < x) (hy : 0 < y)
    (e : x ^ 2 * (3 * a - 2 * x) = y ^ 2 * (3 * a - 2 * y))
    (hs : (a < x ∧ a < y) ∨ (x < a ∧ y < a)) : x = y := by
  have f : (x - y) * (3 * a * (x + y) - 2 * (x ^ 2 + x * y + y ^ 2)) = 0 := by
    linear_combination e
  rcases mul_eq_zero.mp f with g | g
  · linarith
  · -- the second factor has a strict sign on either side
    exfalso
    rcases hs with ⟨h1, h2⟩ | ⟨h1, h2⟩ <;>
      nlinarith [mul_pos hx (sub_pos.2 h1), mul_pos hy (sub_pos.2 h2),
        mul_pos hx (sub_pos.2 h2), mul_pos hy (sub_pos.2 h1)]

/-- Two valleys with the same averaged masses coincide if both have `ml > mt` or both have
`ml < mt`. -/
theorem valley_unique {mc md ml mt ml' mt' : ℝ} (h : HasAverages mc md ml mt)
    (h' : HasAverages mc md ml' mt')
    (hs : (mt < ml ∧ mt' < ml') ∨ (ml < mt ∧ ml' < mt')) : ml = ml' ∧ mt = mt' := by
  obtain ⟨r, q⟩ := inverse_mass_cubic h
  obtain ⟨r', q'⟩ := inverse_mass_cubic h'
  obtain ⟨hl, ht, _, hd⟩ := h
  obtain ⟨hl', ht', _, hd'⟩ := h'
  have e : mt = mt' := by
    refine inv_inj.mp (cubic_injective (inv_pos.2 ht) (inv_pos.2 ht') (q.trans q'.symm) ?_)
    rcases hs with ⟨g, g'⟩ | ⟨g, g'⟩
    · have i := inv_strictAnti₀ ht g
      have i' := inv_strictAnti₀ ht' g'
      exact Or.inl ⟨by linarith, by linarith⟩
    · have i := inv_strictAnti₀ hl g
      have i' := inv_strictAnti₀ hl' g'
      exact Or.inr ⟨by linarith, by linarith⟩
  refine ⟨?_, e⟩
  rw [← e] at hd'
  exact mul_right_cancel₀ (pow_ne_zero 2 ht.ne') (hd.symm.trans hd')

/-- The conductivity mass of a valley never exceeds its density-of-states mass, and the two
are equal exactly when `ml = mt`. -/
theorem conductivity_le_dos {mc md ml mt : ℝ} (h : HasAverages mc md ml mt) :
    mc ≤ md ∧ (mc = md ↔ ml = mt) := by
  obtain ⟨r, q⟩ := inverse_mass_cubic h
  obtain ⟨hl, ht, _, hd⟩ := h
  have il := inv_pos.2 hl
  have it := inv_pos.2 ht
  have hmc : 0 < mc := inv_pos.1 (by linarith)
  have hmd : 0 < md := by
    by_contra hn
    have p : 0 < md ^ 3 := by rw [hd]; positivity
    nlinarith [mul_nonneg (neg_nonneg.2 (not_lt.1 hn)) (sq_nonneg md)]
  -- the gap between the two averages in factorised form
  have gap : mc⁻¹ ^ 3 - md⁻¹ ^ 3 = (mc⁻¹ - mt⁻¹) ^ 2 * (mc⁻¹ + 2 * mt⁻¹) := by
    linear_combination q
  have pos : 0 < mc⁻¹ + 2 * mt⁻¹ := by positivity
  refine ⟨?_, ?_, ?_⟩
  · by_contra hn
    have i := inv_strictAnti₀ hmd (not_le.1 hn)
    have j := pow_lt_pow_left₀ i (inv_pos.2 hmc).le three_ne_zero
    have k := mul_nonneg (sq_nonneg (mc⁻¹ - mt⁻¹)) pos.le
    linarith
  · intro he
    have z : (mc⁻¹ - mt⁻¹) ^ 2 * (mc⁻¹ + 2 * mt⁻¹) = 0 := by
      rw [← gap, he, sub_self]
    have s := pow_eq_zero_iff two_ne_zero |>.1 ((mul_eq_zero.1 z).resolve_right pos.ne')
    exact inv_inj.mp (by linarith)
  · intro he
    rw [he] at r
    have s : mc = mt := inv_inj.mp (by linarith)
    exact (pow_left_inj₀ hmc.le hmd.le three_ne_zero).1 (by rw [hd, he, s]; ring)

/-- For shape angles between `0` and `2π/3` the cosine lies strictly between `-1/2` and `1`. -/
theorem cos_bounds {φ : ℝ} (h0 : 0 < φ) (h1 : φ < 2 * π / 3) :
    -1 / 2 < Real.cos φ ∧ Real.cos φ < 1 := by
  have hp := Real.pi_pos
  have e : Real.cos (2 * π / 3) = -1 / 2 := by
    rw [show 2 * π / 3 = π - π / 3 by ring, Real.cos_pi_sub, Real.cos_pi_div_three]
    norm_num
  have a := Real.cos_lt_cos_of_nonneg_of_le_pi h0.le (by linarith) h1
  have b := Real.cos_lt_cos_of_nonneg_of_le_pi le_rfl (by linarith) h0
  rw [Real.cos_zero] at b
  exact ⟨by linarith, b⟩

/-- A valley with shape angle `φ` between `0` and `2π/3` has the positive averaged masses `mc`
and `md` if `cos 3φ = 1 - 2 (mc/md)³`. -/
theorem valley_hasAverages {mc md φ : ℝ} (hmc : 0 < mc) (hmd : 0 < md) (h0 : 0 < φ)
    (h1 : φ < 2 * π / 3) (h : Real.cos (3 * φ) = 1 - 2 * (mc / md) ^ 3) :
    HasAverages mc md (valley mc φ).1 (valley mc φ).2 := by
  obtain ⟨a, b⟩ := cos_bounds h0 h1
  have n1 : 0 < 1 - Real.cos φ := by linarith
  have n2 : 0 < 1 + 2 * Real.cos φ := by linarith
  -- the triple-angle formula solves the cubic
  have k : (1 - Real.cos φ) * (1 + 2 * Real.cos φ) ^ 2 = 2 * (mc / md) ^ 3 := by
    linear_combination Real.cos_three_mul φ - h
  have k' : (1 - Real.cos φ) * (1 + 2 * Real.cos φ) ^ 2 * md ^ 3 = 2 * mc ^ 3 := by
    rw [k, div_pow, mul_assoc, div_mul_cancel₀ _ (pow_ne_zero 3 hmd.ne')]
  simp only [HasAverages, valley]
  refine ⟨by positivity, by positivity, ?_, ?_⟩
  · rw [one_div_div, div_div_eq_mul_div]
    ring
  · rw [div_pow, div_mul_div_comm, eq_div_iff (by positivity)]
    linear_combination 2 * k'

/-- For `mc > 0` and `0 < φ < 2π/3`, a valley has `ml > mt` if its shape angle is below `π/3`
and `ml < mt` if it is above. -/
theorem valley_shape {mc φ : ℝ} (hmc : 0 < mc) (h0 : 0 < φ) (h1 : φ < 2 * π / 3) :
    (φ < π / 3 → (valley mc φ).2 < (valley mc φ).1) ∧
      (π / 3 < φ → (valley mc φ).1 < (valley mc φ).2) := by
  have hp := Real.pi_pos
  obtain ⟨a, b⟩ := cos_bounds h0 h1
  have n1 : 0 < 2 * (1 - Real.cos φ) := by linarith
  have n2 : 0 < 1 + 2 * Real.cos φ := by linarith
  simp only [valley]
  constructor <;> intro g
  · have c := Real.cos_lt_cos_of_nonneg_of_le_pi h0.le (by linarith) g
    rw [Real.cos_pi_div_three] at c
    rw [div_lt_div_iff₀ n2 n1]
    nlinarith [mul_pos hmc (sub_pos.2 c)]
  · have c := Real.cos_lt_cos_of_nonneg_of_le_pi (by positivity) (by linarith) g
    rw [Real.cos_pi_div_three] at c
    rw [div_lt_div_iff₀ n1 n2]
    nlinarith [mul_pos hmc (sub_pos.2 c)]

/-- For `0 < mc < md` exactly two valleys have these averaged masses: one with `ml > mt` at the
shape angle `φ` computed from `mc` and `md`, and one with `ml < mt` at `2π/3 - φ`. -/
theorem exactly_two_valleys {mc md : ℝ} (hmc : 0 < mc) (h : mc < md) :
    {p : ℝ × ℝ | HasAverages mc md p.1 p.2} =
        {valley mc (shapeAngle mc md), valley mc (2 * π / 3 - shapeAngle mc md)} ∧
      (valley mc (shapeAngle mc md)).2 < (valley mc (shapeAngle mc md)).1 ∧
      (valley mc (2 * π / 3 - shapeAngle mc md)).1 <
        (valley mc (2 * π / 3 - shapeAngle mc md)).2 := by
  have hmd : 0 < md := hmc.trans h
  have r0 : 0 < (mc / md) ^ 3 := by positivity
  have r1 : (mc / md) ^ 3 < 1 :=
    pow_lt_one₀ (by positivity) ((div_lt_one hmd).2 h) three_ne_zero
  have e3 : 3 * shapeAngle mc md = Real.arccos (1 - 2 * (mc / md) ^ 3) := by
    unfold shapeAngle
    ring
  have c3 : Real.cos (3 * shapeAngle mc md) = 1 - 2 * (mc / md) ^ 3 := by
    rw [e3, Real.cos_arccos (by linarith) (by linarith)]
  have t0 : 0 < 3 * shapeAngle mc md := by
    rw [e3, Real.arccos_pos]
    linarith
  have t1 : 3 * shapeAngle mc md < π := by
    refine lt_of_le_of_ne (e3 ▸ Real.arccos_le_pi _) (fun e => ?_)
    rw [e, Real.cos_pi] at c3
    linarith
  have c3' : Real.cos (3 * (2 * π / 3 - shapeAngle mc md)) = 1 - 2 * (mc / md) ^ 3 := by
    rw [show 3 * (2 * π / 3 - shapeAngle mc md) = 2 * π - 3 * shapeAngle mc md by ring,
      Real.cos_two_pi_sub, c3]
  have A := valley_hasAverages hmc hmd (by linarith) (by linarith) c3
  have B := valley_hasAverages hmc hmd (by linarith) (by linarith) c3'
  have P := (valley_shape (φ := shapeAngle mc md) hmc (by linarith) (by linarith)).1
    (by linarith)
  have Q := (valley_shape (φ := 2 * π / 3 - shapeAngle mc md) hmc (by linarith)
    (by linarith)).2 (by linarith)
  refine ⟨?_, P, Q⟩
  ext ⟨ml, mt⟩
  simp only [Set.mem_ofPred_eq, Set.mem_insert_iff, Set.mem_singleton_iff]
  constructor
  · intro hp
    rcases lt_trichotomy mt ml with g | g | g
    · obtain ⟨u, v⟩ := valley_unique hp A (Or.inl ⟨g, P⟩)
      exact Or.inl (Prod.ext u v)
    · -- equal masses would force mc = md
      exact absurd ((conductivity_le_dos hp).2.2 g.symm) h.ne
    · obtain ⟨u, v⟩ := valley_unique hp B (Or.inr ⟨g, Q⟩)
      exact Or.inr (Prod.ext u v)
  · rintro (e | e)
    · rw [← e] at A
      exact A
    · rw [← e] at B
      exact B

/-- The valleys `(ml, mt) = (12, 4)` and `(3, 8)` share the conductivity mass `36/7` and the
density-of-states mass whose cube is `192`. -/
theorem twin_valleys {md : ℝ} (h : md ^ 3 = 192) :
    HasAverages (36 / 7) md 12 4 ∧ HasAverages (36 / 7) md 3 8 := by
  unfold HasAverages
  rw [h]
  norm_num

end

end ValleyAverages
```

```lean
#print axioms ValleyAverages.exactly_two_valleys
#print axioms ValleyAverages.twin_valleys
```

```
'ValleyAverages.exactly_two_valleys' depends on axioms: [propext, Classical.choice, Quot.sound]
'ValleyAverages.twin_valleys' depends on axioms: [propext, Classical.choice, Quot.sound]
```

## What is established about the solution set

All masses are real numbers in one common unit. `HasAverages mc md ml mt` says that `ml` and `mt` are positive and satisfy the two averaging relations. Here `mc` is the conductivity mass, not a general conduction-band mass, and `md` belongs to a single valley. The function `valley` returns the pair (ml, mt) in that order. Its argument `φ` parametrises the shape and is not a direction in k-space.

The main theorem, `exactly_two_valleys`, assumes `0 < mc` and `mc < md`. It states that the set of all pairs satisfying `HasAverages` equals the set of the two closed-form valleys. Its two strict inequalities give their shapes and show that they are different, so the count is exactly two.

Two further theorems are useful for checking input. By `conductivity_le_dos`, any valley has mc ≤ md, with equality exactly when ml = mt; data with mc > md cannot come from this model. A code should reject such data before it evaluates the closed form, because the argument of the arccosine is then below −1, where Lean's `Real.arccos` returns π and many numerical libraries return NaN. By `valley_unique`, if ml ≠ mt, the averages together with the sign of ml − mt determine both masses.

## How the lemmas divide the work

`inverse_mass_cubic` passes to inverse masses and eliminates `ml`. `cubic_injective` obtains the factorised difference with `linear_combination`; `nlinarith` then fixes the sign of the second factor from the four products in the bracket above. `valley_unique` turns an ordering of masses into a side of 1/mc, applies that lemma to the transverse masses, and recovers `ml` by cancelling mt² in the density-of-states relation.

In `conductivity_le_dos`, the step named `gap` is the factorised difference of inverse cubes. The inequality and the step from mc = md to ml = mt are read off from it. The converse follows by putting ml = mt into the two averaging relations.

`cos_bounds` keeps the denominators of the closed form positive. `valley_hasAverages` uses the triple-angle formula to verify the averages, and `valley_shape` compares cos φ with cos(π/3) = 1/2. The main theorem checks both angles with these lemmas, then takes an arbitrary solution and splits on whether `mt` is less than, equal to or greater than `ml`. The unequal cases match one of the two known valleys by uniqueness, and the equal case would force mc = md. `twin_valleys` checks the whole-number example by arithmetic, taking `md ^ 3 = 192` as a hypothesis so that no cube root has to be evaluated.

## Limits set by the band model and by input precision

The step from these theorems to a material is the identification of tabulated values with the two averages of one parabolic, spheroidal valley. Nonparabolicity, three different principal masses or an anisotropic scattering time would change the relations to be inverted.

The theorems concern real numbers and give no error bound for floating-point evaluation or measured input. Near mc = md the inversion is sensitive. If md = mc(1 + ε) with small positive ε, the factorised gap gives, to leading order,

1/mt ≈ (1 ± √ε)/mc

so a one per cent difference between the averages corresponds to a shift of about ten per cent in the inverse transverse mass. This estimate, like the quantum-well comparison, is ordinary physics reasoning and has no Lean proof here. In that regime, rounded table values may leave the anisotropy poorly determined even when the sign of ml − mt is known.
